# Bloch–Messiah decomposition of a real bosonic Bogoliubov transformation

## Modes as vectors, relations as hypotheses

A Bogoliubov transformation mixes the annihilation operators of coupled oscillators with their creation operators, and one wants to know how much of it is genuine squeezing and how much only rotates the modes among themselves. The model chosen here treats mode operators as elements of an arbitrary real vector space and puts the bosonic character into two matrix relations. For finitely many modes and real coefficients the transformation is

b_i = Σ_j (X_ij a_j + Y_ij a†_j).

The canonical commutators of the b_i require XXᵀ − YYᵀ = 1 and XYᵀ = YXᵀ. For square matrices this is equivalent to

XᵀX − YᵀY = 1, XᵀY = YᵀX,

because each pair says that (X − Y)ᵀ and X + Y are inverse to each other, multiplied in one order or the other.

These relations occur in the random-phase approximation with real orbitals, a finite basis and the quasi-boson approximation. Let the problem be stable, and store the positive-frequency eigenvectors as columns of X and Y, chosen so that XᵀX − YᵀY = 1; for degenerate frequencies this asks for mutual orthogonality as well as normalisation. Then a_j are the RPA normal modes and b_i the bare particle-hole bosons.

## What is stated

`IsBogoliubov X Y` is the second pair of relations. The finite type `n` labels the modes, and `ad` stands for a†. `transform X Y a ad i` is b_i, and `rotate O a k` is Σ_i O_ik a_i, so it applies Oᵀ to the modes. The diagonal matrix h is stored as a function `h : n → ℝ`.

The theorem `bloch_messiah` says that under these relations there are orthogonal O₁, O₂ and real h_k with

X = O₁ cosh(h) O₂ᵀ, Y = O₁ sinh(h) O₂ᵀ.

`independent_squeezings` gives the same result for modes: after O₁ᵀ acts on the outputs and O₂ᵀ on the inputs, output k is cosh(h_k) times input k plus sinh(h_k) times its partner. The h_k may have either sign.

The decomposition is also used for complex X and Y, with unitary outer factors; the theorem treats real matrices and finitely many modes. In Lean, `a` and `ad` are unrelated families of vectors. That they are adjoint operators, and that both they and the b_i with their adjoints obey the canonical commutators, from which the relations follow, is the step left to the physics.

## Derivation through the quadratures

Set A = X + Y and B = X − Y. These are not the response matrices that RPA texts call A and B; they act on the quadratures:

b + b† = A(a + a†), b − b† = B(a − a†).

The two relations combine into one:

BᵀA = (XᵀX − YᵀY) + (XᵀY − YᵀX) = 1.

The symmetric matrix AᵀA has an orthogonal diagonalisation AᵀA = O₂ d O₂ᵀ. Put M = AO₂. Then MᵀM = d, so

d_k = Σ_i M_ik².

As M is invertible, no column vanishes and d_k > 0. Hence h_k = ½ log d_k is real. Define O₁ = A O₂ e^(−h). It is orthogonal:

O₁ᵀO₁ = e^(−h) (O₂ᵀAᵀAO₂) e^(−h) = e^(−h) e^(2h) e^(−h) = 1.

Moreover O₁ e^h O₂ᵀ = A O₂O₂ᵀ = A. From BᵀA = 1 it follows that B is the inverse of Aᵀ = O₂ e^h O₁ᵀ, so

B = O₁ e^(−h) O₂ᵀ.

One quadrature is stretched by the factor by which the other is compressed. Finally X = (A + B)/2 and Y = (A − B)/2 give the cosh and sinh forms.

For the modes, multiply by O₁ᵀ:

O₁ᵀb = cosh(h) O₂ᵀa + sinh(h) O₂ᵀa†.

Conversely, any such product satisfies the relations, since XᵀX − YᵀY = O₂(cosh²h − sinh²h)O₂ᵀ = 1 and XᵀY = O₂ cosh(h) sinh(h) O₂ᵀ is symmetric. Cyclicity of the trace gives

tr(YᵀY) = Σ_k sinh²(h_k).

In the vacuum of the a modes, this trace is the mean total number of b quanta.

## One mode, two modes, and an RPA calculation

For one mode the relations reduce to x² − y² = 1. Then h = log|x + y| with O₂ = 1, and O₁ = ±1 carries the sign of x.

The two-mode example in the file has X = 5/4 times the identity and Y = 3/4 times the exchange. The combinations (a₁ ± a₂)/√2 diagonalise both, with h = ±log 2: a two-mode squeezer is a pair of opposite single-mode squeezings seen in rotated modes.

In an RPA calculation of the kind described above, one forms X + Y from the normalised eigenvectors and takes its singular value decomposition, X + Y = UσVᵀ. Then O₁ = U, O₂ = V and h_k = log σ_k.

## The Lean development

```lean
import Mathlib

open Matrix

namespace BlochMessiah

noncomputable section

variable {n : Type*} [Fintype n] [DecidableEq n]

/-- The relations obeyed by the real matrices `X`, `Y` of a bosonic Bogoliubov transformation:
`XᵀX - YᵀY = 1` and `XᵀY = YᵀX`. -/
structure IsBogoliubov (X Y : Matrix n n ℝ) : Prop where
  normalised : Xᵀ * X - Yᵀ * Y = 1
  symmetric : Xᵀ * Y = Yᵀ * X

/-- The transformed modes `b i = ∑ j, (X i j a j + Y i j a† j)`, where `ad` stands for `a†`. -/
def transform {V : Type*} [AddCommGroup V] [Module ℝ V] (X Y : Matrix n n ℝ)
    (a ad : n → V) (i : n) : V :=
  ∑ j, (X i j • a j + Y i j • ad j)

/-- The modes mixed by the transpose of a matrix `O`: mode `k` becomes `∑ i, O i k a i`. -/
def rotate {V : Type*} [AddCommGroup V] [Module ℝ V] (O : Matrix n n ℝ)
    (a : n → V) (k : n) : V :=
  ∑ i, O i k • a i

/-- A real symmetric matrix is diagonal in an orthonormal basis. -/
theorem exists_orthogonal_diagonal (S : Matrix n n ℝ) (hS : Sᵀ = S) :
    ∃ (O : Matrix n n ℝ) (d : n → ℝ), Oᵀ * O = 1 ∧ S = O * diagonal d * Oᵀ := by
  have hH : S.IsHermitian := by
    rw [Matrix.IsHermitian, conjTranspose_eq_transpose_of_trivial]
    exact hS
  refine ⟨hH.eigenvectorUnitary, hH.eigenvalues, ?_, ?_⟩
  · have h := Matrix.mem_unitaryGroup_iff'.mp hH.eigenvectorUnitary.2
    rwa [star_eq_conjTranspose, conjTranspose_eq_transpose_of_trivial] at h
  · have h := hH.spectral_theorem
    rw [Unitary.conjStarAlgAut_apply] at h
    rw [← conjTranspose_eq_transpose_of_trivial]
    exact h

/-- If `MᵀM` is diagonal and `M` has a left inverse, the diagonal entries are positive. -/
theorem gram_pos {M N : Matrix n n ℝ} {d : n → ℝ} (hM : Mᵀ * M = diagonal d)
    (hN : N * M = 1) (k : n) : 0 < d k := by
  have hd : d k = ∑ i, M i k * M i k := by
    have h := congrFun (congrFun hM k) k
    rw [diagonal_apply_eq, Matrix.mul_apply] at h
    exact h.symm
  -- a vanishing column would contradict invertibility
  obtain ⟨i, hi⟩ : ∃ i, M i k ≠ 0 := by
    by_contra hc
    have hc' : ∀ i, M i k = 0 := fun i => not_not.mp fun hi => hc ⟨i, hi⟩
    have h := congrFun (congrFun hN k) k
    simp [Matrix.mul_apply, hc'] at h
  rw [hd]
  exact Finset.sum_pos' (fun i _ => mul_self_nonneg _)
    ⟨i, Finset.mem_univ _, mul_self_pos.mpr hi⟩

/-- Two real matrices with `BᵀA = 1`, such as those acting on the two quadratures, are brought to
diagonal form by the same pair of orthogonal matrices, with reciprocal factors `e^h`, `e^(-h)`. -/
theorem quadrature_decomposition (A B : Matrix n n ℝ) (hBA : Bᵀ * A = 1) :
    ∃ (O₁ O₂ : Matrix n n ℝ) (h : n → ℝ), O₁ᵀ * O₁ = 1 ∧ O₂ᵀ * O₂ = 1 ∧
      A = O₁ * diagonal (fun k => Real.exp (h k)) * O₂ᵀ ∧
      B = O₁ * diagonal (fun k => Real.exp (-h k)) * O₂ᵀ := by
  obtain ⟨O, d, hO, hS⟩ := exists_orthogonal_diagonal (Aᵀ * A)
    (by rw [transpose_mul, transpose_transpose])
  have hO' : O * Oᵀ = 1 := mul_eq_one_comm.mp hO
  have hM : (A * O)ᵀ * (A * O) = diagonal d := by
    calc (A * O)ᵀ * (A * O) = Oᵀ * (Aᵀ * A) * O := by
          rw [transpose_mul]; simp only [Matrix.mul_assoc]
      _ = (Oᵀ * O) * diagonal d * (Oᵀ * O) := by
          rw [hS]; simp only [Matrix.mul_assoc]
      _ = diagonal d := by rw [hO, one_mul, mul_one]
  have hN : (Oᵀ * Bᵀ) * (A * O) = 1 := by
    calc (Oᵀ * Bᵀ) * (A * O) = Oᵀ * (Bᵀ * A) * O := by simp only [Matrix.mul_assoc]
      _ = 1 := by rw [hBA, mul_one, hO]
  have hpos := gram_pos hM hN
  -- the squeezing parameters are half the logarithms of the eigenvalues of `AᵀA`
  obtain ⟨h, hh⟩ : ∃ h : n → ℝ, ∀ k, Real.exp (h k) * Real.exp (h k) = d k :=
    ⟨fun k => Real.log (d k) / 2, fun k => by
      rw [← Real.exp_add, add_halves, Real.exp_log (hpos k)]⟩
  obtain ⟨E, hE⟩ : ∃ E, E = diagonal (fun k => Real.exp (h k)) := ⟨_, rfl⟩
  obtain ⟨F, hF⟩ : ∃ F, F = diagonal (fun k => Real.exp (-h k)) := ⟨_, rfl⟩
  have hEE : diagonal d = E * E := by
    rw [hE, diagonal_mul_diagonal]
    exact congrArg diagonal (funext fun k => (hh k).symm)
  have hEF : E * F = 1 := by
    rw [hE, hF, diagonal_mul_diagonal, ← diagonal_one]
    exact congrArg diagonal (funext fun k => by rw [← Real.exp_add, add_neg_cancel, Real.exp_zero])
  have hFE : F * E = 1 := mul_eq_one_comm.mp hEF
  have hFt : Fᵀ = F := by rw [hF, diagonal_transpose]
  refine ⟨A * O * F, O, h, ?_, hO, ?_, ?_⟩
  · calc (A * O * F)ᵀ * (A * O * F) = F * ((A * O)ᵀ * (A * O)) * F := by
          rw [transpose_mul (A * O) F, hFt]; simp only [Matrix.mul_assoc]
      _ = (F * E) * (E * F) := by rw [hM, hEE]; simp only [Matrix.mul_assoc]
      _ = 1 := by rw [hFE, hEF, one_mul]
  · rw [← hE, Matrix.mul_assoc (A * O) F E, hFE, mul_one, Matrix.mul_assoc, hO', mul_one]
  · rw [← hF]
    -- both `B` and the claimed product are inverse to `Aᵀ`
    have hinv : Aᵀ * (A * O * F * F * Oᵀ) = 1 := by
      calc Aᵀ * (A * O * F * F * Oᵀ) = (Aᵀ * A) * O * F * F * Oᵀ := by
            simp only [Matrix.mul_assoc]
        _ = O * (E * (E * (Oᵀ * O) * F) * F) * Oᵀ := by
            rw [hS, hEE]; simp only [Matrix.mul_assoc]
        _ = 1 := by rw [hO, mul_one, hEF, mul_one, hEF, mul_one, hO']
    have hB : B * Aᵀ = 1 := by
      have h1 := congrArg transpose (mul_eq_one_comm.mp hBA)
      rwa [transpose_mul, transpose_transpose, transpose_one] at h1
    calc B = B * (Aᵀ * (A * O * F * F * Oᵀ)) := by rw [hinv, mul_one]
      _ = (B * Aᵀ) * (A * O * F * F * Oᵀ) := by simp only [Matrix.mul_assoc]
      _ = A * O * F * F * Oᵀ := by rw [hB, one_mul]

/-- **Bloch-Messiah decomposition.** The matrices of a real Bogoliubov transformation are
`X = O₁ cosh(h) O₂ᵀ` and `Y = O₁ sinh(h) O₂ᵀ` with `O₁`, `O₂` orthogonal and `h` real diagonal. -/
theorem bloch_messiah {X Y : Matrix n n ℝ} (hb : IsBogoliubov X Y) :
    ∃ (O₁ O₂ : Matrix n n ℝ) (h : n → ℝ), O₁ᵀ * O₁ = 1 ∧ O₂ᵀ * O₂ = 1 ∧
      X = O₁ * diagonal (fun k => Real.cosh (h k)) * O₂ᵀ ∧
      Y = O₁ * diagonal (fun k => Real.sinh (h k)) * O₂ᵀ := by
  have hBA : (X - Y)ᵀ * (X + Y) = 1 := by
    calc (X - Y)ᵀ * (X + Y) = (Xᵀ * X - Yᵀ * Y) + (Xᵀ * Y - Yᵀ * X) := by
          rw [transpose_sub]; noncomm_ring
      _ = 1 := by rw [hb.normalised, hb.symmetric, sub_self, add_zero]
  obtain ⟨O₁, O₂, h, h₁, h₂, hA, hB⟩ := quadrature_decomposition (X + Y) (X - Y) hBA
  refine ⟨O₁, O₂, h, h₁, h₂, ?_, ?_⟩
  · have hc : diagonal (fun k => Real.cosh (h k)) = (1 / 2 : ℝ) •
        (diagonal (fun k => Real.exp (h k)) + diagonal (fun k => Real.exp (-h k))) := by
      rw [diagonal_add, ← diagonal_smul]
      refine congrArg diagonal (funext fun k => ?_)
      simp only [Pi.smul_apply, smul_eq_mul, Real.cosh_eq]
      ring
    calc X = (1 / 2 : ℝ) • ((X + Y) + (X - Y)) := by module
      _ = _ := by
        rw [hA, hB, hc, Matrix.mul_smul, Matrix.smul_mul, Matrix.mul_add, Matrix.add_mul]
  · have hs : diagonal (fun k => Real.sinh (h k)) = (1 / 2 : ℝ) •
        (diagonal (fun k => Real.exp (h k)) - diagonal (fun k => Real.exp (-h k))) := by
      rw [diagonal_sub, ← diagonal_smul]
      refine congrArg diagonal (funext fun k => ?_)
      simp only [Pi.smul_apply, smul_eq_mul, Real.sinh_eq]
      ring
    calc Y = (1 / 2 : ℝ) • ((X + Y) - (X - Y)) := by module
      _ = _ := by
        rw [hA, hB, hs, Matrix.mul_smul, Matrix.smul_mul, Matrix.mul_sub, Matrix.sub_mul]

/-- In a product of two decomposed matrices, the first transposed, an orthogonal outer factor `O₁`
cancels and the diagonal factors multiply. -/
theorem transpose_mul_decomposed {O₁ : Matrix n n ℝ} (h₁ : O₁ᵀ * O₁ = 1)
    (O₂ : Matrix n n ℝ) (c d : n → ℝ) :
    (O₁ * diagonal c * O₂ᵀ)ᵀ * (O₁ * diagonal d * O₂ᵀ)
      = O₂ * diagonal (fun k => c k * d k) * O₂ᵀ := by
  calc (O₁ * diagonal c * O₂ᵀ)ᵀ * (O₁ * diagonal d * O₂ᵀ)
      = O₂ * (diagonal c * (O₁ᵀ * O₁) * diagonal d) * O₂ᵀ := by
        simp only [transpose_mul, transpose_transpose, diagonal_transpose, Matrix.mul_assoc]
    _ = _ := by rw [h₁, mul_one, diagonal_mul_diagonal]

/-- Conversely, independent squeezings between two orthogonal mode rotations always form a
Bogoliubov transformation. -/
theorem isBogoliubov_of_squeezings {O₁ O₂ : Matrix n n ℝ} (h₁ : O₁ᵀ * O₁ = 1)
    (h₂ : O₂ᵀ * O₂ = 1) (h : n → ℝ) :
    IsBogoliubov (O₁ * diagonal (fun k => Real.cosh (h k)) * O₂ᵀ)
      (O₁ * diagonal (fun k => Real.sinh (h k)) * O₂ᵀ) := by
  constructor
  · have hd : diagonal (fun k => Real.cosh (h k) * Real.cosh (h k))
        - diagonal (fun k => Real.sinh (h k) * Real.sinh (h k)) = (1 : Matrix n n ℝ) := by
      rw [diagonal_sub, ← diagonal_one]
      exact congrArg diagonal (funext fun k => by linarith [Real.cosh_sq_sub_sinh_sq (h k)])
    rw [transpose_mul_decomposed h₁, transpose_mul_decomposed h₁, ← Matrix.sub_mul,
      ← Matrix.mul_sub, hd, mul_one, mul_eq_one_comm.mp h₂]
  · rw [transpose_mul_decomposed h₁, transpose_mul_decomposed h₁]
    simp only [mul_comm]

/-- For a real Bogoliubov transformation there are orthogonal rotations of the output and input
modes after which each output mode is `cosh(h k) a k + sinh(h k) a† k`, a squeezing of one mode. -/
theorem independent_squeezings {V : Type*} [AddCommGroup V] [Module ℝ V]
    {X Y : Matrix n n ℝ} (hb : IsBogoliubov X Y) :
    ∃ (O₁ O₂ : Matrix n n ℝ) (h : n → ℝ), O₁ᵀ * O₁ = 1 ∧ O₂ᵀ * O₂ = 1 ∧
      ∀ (a ad : n → V) (k : n), rotate O₁ (transform X Y a ad) k
        = Real.cosh (h k) • rotate O₂ a k + Real.sinh (h k) • rotate O₂ ad k := by
  obtain ⟨O₁, O₂, h, h₁, h₂, hX, hY⟩ := bloch_messiah hb
  refine ⟨O₁, O₂, h, h₁, h₂, fun a ad k => ?_⟩
  -- the output rotation removes `O₁` from either matrix
  have key : ∀ (Z : Matrix n n ℝ) (c : n → ℝ), Z = O₁ * diagonal c * O₂ᵀ →
      ∀ j, ∑ i, O₁ i k * Z i j = c k * O₂ j k := by
    intro Z c hZ j
    have e : O₁ᵀ * Z = diagonal c * O₂ᵀ := by
      rw [hZ, Matrix.mul_assoc, ← Matrix.mul_assoc O₁ᵀ, h₁, one_mul]
    have e' := congrFun (congrFun e k) j
    rw [diagonal_mul, Matrix.mul_apply] at e'
    exact e'
  have swap : rotate O₁ (transform X Y a ad) k
      = ∑ j, (∑ i, O₁ i k * X i j) • a j + ∑ j, (∑ i, O₁ i k * Y i j) • ad j := by
    simp only [rotate, transform, Finset.smul_sum, smul_add, smul_smul, Finset.sum_smul,
      Finset.sum_add_distrib]
    congr 1 <;> exact Finset.sum_comm
  rw [swap]
  simp only [key X _ hX, key Y _ hY, rotate, Finset.smul_sum, smul_smul]

/-- For `Y = O₁ sinh(h) O₂ᵀ` with `O₁`, `O₂` orthogonal, the trace of `YᵀY` is the sum of
`sinh²(h k)` over the modes. -/
theorem trace_eq_sum_sinh_sq {O₁ O₂ Y : Matrix n n ℝ} {h : n → ℝ} (h₁ : O₁ᵀ * O₁ = 1)
    (h₂ : O₂ᵀ * O₂ = 1) (hY : Y = O₁ * diagonal (fun k => Real.sinh (h k)) * O₂ᵀ) :
    (Yᵀ * Y).trace = ∑ k, Real.sinh (h k) ^ 2 := by
  rw [hY, transpose_mul_decomposed h₁, Matrix.trace_mul_cycle, h₂, one_mul, trace_diagonal]
  simp only [pow_two]

/-- The two-mode squeezer with `X = 5/4` times the identity and `Y = 3/4` times the exchange of
the modes satisfies the Bogoliubov relations. -/
theorem isBogoliubov_witness :
    IsBogoliubov !![(5 / 4 : ℝ), 0; 0, 5 / 4] !![(0 : ℝ), 3 / 4; 3 / 4, 0] := by
  constructor
  · ext i j
    fin_cases i <;> fin_cases j <;>
      norm_num [Matrix.mul_apply, Fin.sum_univ_succ]
  · ext i j
    fin_cases i <;> fin_cases j <;>
      norm_num [Matrix.mul_apply, Fin.sum_univ_succ]

end

end BlochMessiah
```

```lean
#print axioms BlochMessiah.bloch_messiah
-- 'BlochMessiah.bloch_messiah' depends on axioms: [propext, Classical.choice, Quot.sound]
#print axioms BlochMessiah.isBogoliubov_of_squeezings
-- 'BlochMessiah.isBogoliubov_of_squeezings' depends on axioms: [propext, Classical.choice, Quot.sound]
#print axioms BlochMessiah.independent_squeezings
-- 'BlochMessiah.independent_squeezings' depends on axioms: [propext, Classical.choice, Quot.sound]
#print axioms BlochMessiah.trace_eq_sum_sinh_sq
-- 'BlochMessiah.trace_eq_sum_sinh_sq' depends on axioms: [propext, Classical.choice, Quot.sound]
```

## From the spectral theorem to the squeezings

`exists_orthogonal_diagonal` specialises Mathlib's spectral theorem for Hermitian matrices to real symmetric ones. `gram_pos` supplies d_k > 0: if column k vanished, the (k, k) entry of `N * M = 1` would read 0 = 1.

`quadrature_decomposition` carries the main argument. Its `O` is O₂, while `E` and `F` are e^h and e^(−h). The witness for O₁ is `A * O * F`, and the first two `calc` blocks establish MᵀM = d and the invertibility of M. For B, `hinv` shows that the proposed product is a right inverse of Aᵀ and `hB` that B is a left inverse, so they agree.

`bloch_messiah` obtains BᵀA = 1 by expanding the product with `noncomm_ring`, then takes half the sum and half the difference.

`transpose_mul_decomposed` cancels O₁ᵀO₁ inside products such as XᵀY. It serves both the converse, `isBogoliubov_of_squeezings`, and the trace formula, `trace_eq_sum_sinh_sq`.

In `independent_squeezings`, `swap` exchanges the sums over output and input modes, and `key` is the entrywise form of O₁ᵀZ = cO₂ᵀ, applied to X with c = cosh(h) and to Y with c = sinh(h). `isBogoliubov_witness` checks the two-mode example entry by entry.
